# For positive a and b, the Josephson current a sin x + b cos 2x has diode efficiency at most 1/3

Once the harmonics of a junction's current-phase relation have been computed or fitted, the next step is to turn them into two critical currents, one for each direction of the current. If the relation is $I(x)=a\sin x+b\cos 2x$ with $a,b>0$, this step needs no scan over the phase. The backward critical current is $a+b$. The forward one is $a-b$ when $a\ge 4b$ and $b+a^2/(8b)$ when $a<4b$.

Take $a=30$ nA and $b=10$ nA as an illustration. Since $a<4b$, the forward critical current is $10+900/80=21.25$ nA and the backward one is $40$ nA. The maximum lies where $\sin x=a/(4b)=0.75$. The phase $x=\pi/2$, where the first harmonic alone would peak, gives only $20$ nA.

## The current-phase relation

Here $x$ is the superconducting phase difference, and $a$ and $b$ are real amplitudes with the dimension of a current. The first harmonic describes the transfer of single Cooper pairs, the second the coherent transfer of two pairs. Time-reversal symmetry would require $I(-x)=-I(x)$, which forbids a $\cos 2x$ term, so $b\neq0$ stands for a junction in which that symmetry is broken. The relation is postulated; no microscopic model of the junction enters.

```lean
import Mathlib

open Real

namespace JosephsonDiodeTwoHarmonics

noncomputable section

/-- The current-phase relation `I(x) = a sin x + b cos 2x` of a junction with two harmonics. -/
def current (a b x : ℝ) : ℝ := a * sin x + b * cos (2 * x)
```

The forward critical current is the largest value that $I$ takes,
$$I_+=\sup_x I(x).$$
In Lean, `Set.range (current a b)` is the set of all currents that occur at some real phase, and `sSup` is its supremum.

```lean
/-- The forward critical current: the largest supercurrent over all phases. -/
def forwardCritical (a b : ℝ) : ℝ := sSup (Set.range (current a b))
```

The backward critical current is the magnitude of the most negative value,
$$I_-=-\inf_x I(x).$$

```lean
/-- The backward critical current: the magnitude of the most negative supercurrent. -/
def backwardCritical (a b : ℝ) : ℝ := -sInf (Set.range (current a b))
```

Both definitions are static: thermal and quantum fluctuations of the phase, which can make a junction switch earlier, are left out. The diode efficiency compares the two directions,
$$\eta=\frac{I_--I_+}{I_-+I_+}.$$
With this sign convention, $\eta>0$ means that the backward direction carries the larger supercurrent.

```lean
/-- The diode efficiency: the backward minus the forward critical current, divided by their sum,
for junctions in which this sum is nonzero. -/
def efficiency (a b : ℝ) : ℝ :=
  (backwardCritical a b - forwardCritical a b) / (backwardCritical a b + forwardCritical a b)
```

## A quadratic in the sine of the phase

Write $s=\sin x$. Since $\cos 2x=2\cos^2x-1=1-2s^2$,
$$I=as+b-2bs^2,\qquad -1\le s\le 1.$$
The problem is now that of a parabola on an interval. The proof rewrites $\cos 2x$ by the double-angle formula and then adds $2b$ times the identity $\sin^2x+\cos^2x=1$.

```lean
/-- The current is a quadratic polynomial in the sine of the phase. -/
theorem current_eq (a b x : ℝ) : current a b x = a * sin x + b - 2 * b * sin x ^ 2 := by
  unfold current
  rw [cos_two_mul]
  linear_combination 2 * b * sin_sq_add_cos_sq x
```

## The minimum

At $x=-\pi/2$ we have $s=-1$ and $I=-a+b-2b=-(a+b)$. No phase gives less, because
$$I+a+b=a(1+s)+2b(1-s^2)=(1+s)\bigl(a+2b(1-s)\bigr)\ge 0.$$

`IsLeast` states both halves: the value belongs to the range, and it is a lower bound of the range. The proof supplies the phase for the first half. For the second it shows that the two factors are nonnegative and passes their product to `nlinarith`. Nonnegative amplitudes suffice here.

```lean
/-- For nonnegative amplitudes the minimum of the current is `-(a + b)`, and it is attained. -/
theorem isLeast_current {a b : ℝ} (ha : 0 ≤ a) (hb : 0 ≤ b) :
    IsLeast (Set.range (current a b)) (-(a + b)) := by
  refine ⟨⟨-(π / 2), ?_⟩, ?_⟩
  · rw [current_eq, sin_neg, sin_pi_div_two]
    ring
  · rintro _ ⟨x, rfl⟩
    have h1 : 0 ≤ 1 + sin x := by linarith [neg_one_le_sin x]
    have h2 : 0 ≤ 1 - sin x := by linarith [sin_le_one x]
    have h3 : 0 ≤ a + 2 * b * (1 - sin x) := by positivity
    -- the distance to the minimum factorises
    rw [current_eq]
    nlinarith [mul_nonneg h1 h3]
```

## The maximum for a weak second harmonic

Let $4b\le a$ with $b\ge0$. At $x=\pi/2$ we have $s=1$ and $I=a-b$. For any other phase,
$$a-b-I=a(1-s)-2b(1-s^2)=(1-s)\bigl(a-2b(1+s)\bigr).$$
The last factor is at least $a-4b\ge0$, because $1+s\le2$. `IsGreatest` is the mirror image of `IsLeast`, and the proof has the same structure as before.

```lean
/-- For a weak second harmonic, `0 ≤ 4b ≤ a`, the maximum of the current is `a - b`,
and it is attained. -/
theorem isGreatest_current_weak {a b : ℝ} (hb : 0 ≤ b) (hab : 4 * b ≤ a) :
    IsGreatest (Set.range (current a b)) (a - b) := by
  refine ⟨⟨π / 2, ?_⟩, ?_⟩
  · rw [current_eq, sin_pi_div_two]
    ring
  · rintro _ ⟨x, rfl⟩
    have h2 : 0 ≤ 1 - sin x := by linarith [sin_le_one x]
    have h3 : 0 ≤ a - 2 * b * (1 + sin x) := by nlinarith [mul_nonneg hb h2]
    -- the distance to the maximum factorises
    rw [current_eq]
    nlinarith [mul_nonneg h2 h3]
```

## The maximum for a strong second harmonic

When $0\le a<4b$, the vertex of the parabola, at $s=a/(4b)$, lies inside the interval. Completing the square gives, for $b\ne0$,
$$b+\frac{a^2}{8b}-I=\frac{a^2}{8b}-as+2bs^2=2b\Bigl(s-\frac{a}{4b}\Bigr)^2.$$

```lean
/-- For `b ≠ 0`, the current differs from `b + a² / (8b)` by a multiple of a perfect square
in the sine of the phase. -/
theorem peak_sub_current {a b : ℝ} (hb : b ≠ 0) (x : ℝ) :
    b + a ^ 2 / (8 * b) - current a b x = 2 * b * (sin x - a / (4 * b)) ^ 2 := by
  rw [current_eq]
  field_simp
  ring
```

For $b>0$ the right-hand side is nonnegative, so $b+a^2/(8b)$ is an upper bound. It is reached when $\sin x=a/(4b)$, which has a solution because $0\le a/(4b)\le1$. The proof takes $x=\arcsin(a/(4b))$ and inserts it into the identity above, where the square vanishes. The boundary $a=4b$ is included, and there both formulas for the maximum give $3b$.

```lean
/-- For a strong second harmonic, `0 ≤ a ≤ 4b` with `b > 0`, the maximum of the current is
`b + a² / (8b)`, and it is attained. -/
theorem isGreatest_current_strong {a b : ℝ} (ha : 0 ≤ a) (hb : 0 < b) (hab : a ≤ 4 * b) :
    IsGreatest (Set.range (current a b)) (b + a ^ 2 / (8 * b)) := by
  refine ⟨⟨arcsin (a / (4 * b)), ?_⟩, ?_⟩
  · have h0 : 0 ≤ a / (4 * b) := by positivity
    have h1 : a / (4 * b) ≤ 1 := by
      rw [div_le_one (by positivity)]
      exact hab
    -- at this phase the square vanishes
    have h := peak_sub_current (a := a) hb.ne' (arcsin (a / (4 * b)))
    rw [sin_arcsin (by linarith) h1] at h
    linear_combination -h
  · rintro _ ⟨x, rfl⟩
    have h := peak_sub_current (a := a) hb.ne' x
    have h2 : 0 ≤ 2 * b * (sin x - a / (4 * b)) ^ 2 := by positivity
    linarith
```

## Unequal critical currents

Now let $a,b>0$. From the minimum, $I_-=a+b$. For $4b\le a$,
$$I_+=a-b<a+b=I_-.$$
For $a<4b$, the inequality $I_+<I_-$ reduces to $a^2/(8b)<a$, that is, $a^2<8ab$. This holds because
$$8ab-a^2=a(4b-a)+4ab>0.$$

The theorem collects the minimum, the two cases of the maximum and this strict inequality. Because the extrema are attained, `csInf_eq` and `csSup_eq` replace the infimum and supremum in the definitions by the explicit values. The proof then splits into the two regimes, and the two positive products in the last display are the hints given to `nlinarith`.

```lean
/-- **Josephson diode with two harmonics.** For `a, b > 0` the current has minimum `-(a + b)`;
its maximum is `a - b` if `4b ≤ a` and `b + a² / (8b)` if `a < 4b`. The forward critical current
is always smaller than the backward one. -/
theorem josephson_diode {a b : ℝ} (ha : 0 < a) (hb : 0 < b) :
    IsLeast (Set.range (current a b)) (-(a + b)) ∧
    (4 * b ≤ a → IsGreatest (Set.range (current a b)) (a - b)) ∧
    (a < 4 * b → IsGreatest (Set.range (current a b)) (b + a ^ 2 / (8 * b))) ∧
    forwardCritical a b < backwardCritical a b := by
  refine ⟨isLeast_current ha.le hb.le, isGreatest_current_weak hb.le,
    fun h => isGreatest_current_strong ha.le hb h.le, ?_⟩
  unfold forwardCritical backwardCritical
  rw [(isLeast_current ha.le hb.le).csInf_eq]
  rcases le_or_gt (4 * b) a with h | h
  · rw [(isGreatest_current_weak hb.le h).csSup_eq]
    linarith
  · rw [(isGreatest_current_strong ha.le hb h.le).csSup_eq]
    have h1 : a ^ 2 / (8 * b) < a := by
      rw [div_lt_iff₀ (by positivity)]
      nlinarith [mul_pos ha (sub_pos.2 h), mul_pos ha hb]
    linarith
```

## At most a factor of two

How unequal can the two currents become? For $4b\le a$,
$$2I_+-I_-=2(a-b)-(a+b)=a-3b\ge b>0,$$
so the backward current is strictly less than twice the forward one. For $a<4b$,
$$2I_+-I_-=2b+\frac{a^2}{4b}-a-b=\frac{(a-2b)^2}{4b}\ge0,$$
with equality exactly when $a=2b$. That ratio lies in the strong regime, where $I_+=3b/2$ and $I_-=3b$.

In the code, `e` is the perfect-square identity and `e0` its sign. For the equality case, a vanishing quotient means that the numerator or the denominator is zero. The first gives $a=2b$, and the second contradicts $b>0$. In the weak regime both sides of the equivalence are false, which `linarith` derives from $a\ge4b$ and $b>0$.

```lean
/-- For `a, b > 0` the backward critical current is at most twice the forward one, with equality
exactly when `a = 2b`. -/
theorem backward_le_two_mul_forward {a b : ℝ} (ha : 0 < a) (hb : 0 < b) :
    backwardCritical a b ≤ 2 * forwardCritical a b ∧
    (backwardCritical a b = 2 * forwardCritical a b ↔ a = 2 * b) := by
  unfold forwardCritical backwardCritical
  rw [(isLeast_current ha.le hb.le).csInf_eq]
  rcases le_or_gt (4 * b) a with h | h
  · rw [(isGreatest_current_weak hb.le h).csSup_eq]
    refine ⟨by linarith, fun h1 => by linarith, fun h1 => by linarith⟩
  · rw [(isGreatest_current_strong ha.le hb h.le).csSup_eq]
    -- the margin in the inequality is a perfect square over `4b`
    have e : 2 * (b + a ^ 2 / (8 * b)) - (a + b) = (a - 2 * b) ^ 2 / (4 * b) := by
      field_simp
      ring
    have e0 : 0 ≤ (a - 2 * b) ^ 2 / (4 * b) := by positivity
    refine ⟨by linarith, fun h1 => ?_, fun h1 => ?_⟩
    · have h2 : (a - 2 * b) ^ 2 / (4 * b) = 0 := by linarith
      rcases div_eq_zero_iff.1 h2 with h3 | h3
      · have h4 : a - 2 * b = 0 := pow_eq_zero_iff two_ne_zero |>.1 h3
        linarith
      · linarith
    · have h2 : (a - 2 * b) ^ 2 / (4 * b) = 0 := by
        rw [h1]
        simp
      linarith
```

## The bound on the efficiency

Since $0<I_+$ follows from $0<I_-\le2I_+$, the sum $I_-+I_+$ is positive and may be multiplied out:
$$\eta\le\tfrac13\iff 3(I_--I_+)\le I_-+I_+\iff I_-\le 2I_+.$$
The same steps with equality signs show that $\eta=1/3$ exactly when $a=2b$. Positivity of $\eta$ is the strict inequality $I_+<I_-$. The proof makes these moves with `div_le_iff₀`, `div_eq_iff` and `div_pos`.

```lean
/-- For `a, b > 0` the diode efficiency is positive and at most `1/3`, and it equals `1/3`
exactly when `a = 2b`. -/
theorem efficiency_le_one_third {a b : ℝ} (ha : 0 < a) (hb : 0 < b) :
    0 < efficiency a b ∧ efficiency a b ≤ 1 / 3 ∧ (efficiency a b = 1 / 3 ↔ a = 2 * b) := by
  obtain ⟨hle, heq⟩ := backward_le_two_mul_forward ha hb
  have hlt := (josephson_diode ha hb).2.2.2
  have hpos : 0 < backwardCritical a b + forwardCritical a b := by linarith
  unfold efficiency
  refine ⟨div_pos (by linarith) hpos, ?_, ?_⟩
  · rw [div_le_iff₀ hpos]
    linarith
  · rw [div_eq_iff hpos.ne', ← heq]
    constructor <;> intro h <;> linarith

end

end JosephsonDiodeTwoHarmonics
```

```lean
#print axioms JosephsonDiodeTwoHarmonics.josephson_diode
-- 'JosephsonDiodeTwoHarmonics.josephson_diode' depends on axioms: [propext, Classical.choice, Quot.sound]
#print axioms JosephsonDiodeTwoHarmonics.efficiency_le_one_third
-- 'JosephsonDiodeTwoHarmonics.efficiency_le_one_third' depends on axioms: [propext, Classical.choice, Quot.sound]
```

## Vanishing harmonics and other signs

In the weak regime the efficiency simplifies to
$$\eta=\frac{(a+b)-(a-b)}{(a+b)+(a-b)}=\frac ba,$$
so it falls linearly to zero as the second harmonic is switched off. At $b=0$ and $a\ge0$, the statements on the minimum and the weak-regime maximum still apply and give $-a$ and $a$, the symmetric result for a sinusoidal junction. At $a=0$ and $b>0$, the extrema are $-b$ and $b$, again symmetric. The diode effect in this relation therefore needs both harmonics.

Fitted amplitudes may come out negative. A short calculation by hand handles this: shifting $x$ by $\pi$ reverses the sign of $a$ and leaves the range of currents unchanged, while reversing the sign of $b$ exchanges the forward and backward critical currents.

For simulations of superconducting circuits, the formulas give the largest supercurrent that a junction can carry in each direction directly from its two amplitudes, provided that its current-phase relation has only these two terms. A $\sin 2x$ component that remains after the phase origin has been chosen, or any higher harmonic, changes the function to be maximised, and the bound of $1/3$ is proved here only without them.
